# A Hückel matrix with p mutually uncoupled majority sites at zero energy and q minority sites has at least p − q zero levels

Suppose a Hückel calculation gives a zero frontier gap, and one tries to open it by changing bond strengths or substituting heteroatoms. Without a count of sites, each failure looks like an unlucky choice of parameters. For the matrices below, with at least two more majority than minority sites and one electron per site in doubly filled orbitals, the gap stays zero for every choice of the hoppings between the two classes and of the energies and hoppings within the minority class.

## Majority and minority sites

Let there be \(p\) majority and \(q\) minority sites, and

\[
H=\begin{pmatrix}0&B\\ B^T&D\end{pmatrix}.
\]

The real \(p\times q\) matrix \(B\) holds the hoppings between the two classes. The real symmetric matrix \(D\) holds the site energies and hoppings within the minority class. The zero block means that majority sites share one site energy \(\alpha\), taken as the origin, and do not couple to each other.

All entries of \(H\) are in units of a reference resonance integral \(\beta<0\), with site energies measured from \(\alpha\). An eigenvalue \(\varepsilon\) therefore stands for the orbital energy \(\alpha+\varepsilon\beta\), and larger \(\varepsilon\) is more stable. Levels are ordered \(\varepsilon_0\ge\varepsilon_1\ge\dots\).

## What is proved

- `nonbonding_lower_bound`: \(p\le q+\dim\ker H\), for every \(B\) and \(D\), symmetric or not. If \(p-q\ge2\), the zero level is therefore degenerate.
- `level_eq_zero`: for Hermitian \(H\), \(\varepsilon_k=0\) whenever \(q\le k<p\).
- `frontierGap_eq_zero`: with \(k+1\) orbitals filled and \(q<k+1<p\), the gap \(\varepsilon_k-\varepsilon_{k+1}\), in units of \(|\beta|\), is zero.
- `frontierGap_half_filling`: this includes one electron per site in doubly filled orbitals, if \(p\ge q+2\).

In Lean, the finite types `m` and `n` label majority and minority sites, `m ⊕ n` labels all sites, and `D.IsSymm` states the symmetry of \(D\). The ordered levels are `eigenvalues₀`.

The model has an orthonormal site basis and no electron repulsion. Substitution at majority sites and hopping between them are excluded. Within this finite, non-interacting model, the frontier-gap estimate of chemical hardness vanishes at the stated fillings.

## Counting nonbonding orbitals

For an orbital with majority amplitudes \(u\) and none on the minority sites,

\[
H\begin{pmatrix}u\\0\end{pmatrix}=\begin{pmatrix}0\\B^Tu\end{pmatrix}.
\]

It is nonbonding exactly when \(B^Tu=0\). Since \(B^T\) maps \(\mathbb R^p\) to \(\mathbb R^q\), its rank is at most \(q\) and its kernel has dimension at least \(p-q\). That kernel embeds in \(\ker H\).

## Locating the zeros

The count does not say where the zeros lie in the ordering. For that, take orthonormal eigenorbitals \(v_i\), \(i\in s\), whose eigenvalues \(\lambda_i\) all have the strict sign of \(\sigma=\pm1\). Let \(x=\sum_{i\in s}c_iv_i\) vanish on the minority sites. The majority block is zero, so \(x^THx=0\), and

\[
0=\sigma x^THx=\sum_{i\in s}\sigma\lambda_i c_i^2 .
\]

Every term is nonnegative, so every \(c_i=0\). The map from coefficients to minority amplitudes is thus injective, and \(|s|\le q\).

Now let \(q\le k<p\). If \(\varepsilon_k>0\), levels \(0,\dots,k\) are positive, giving \(k+1\le q\). If \(\varepsilon_k<0\), levels \(k,\dots,p+q-1\) are negative, giving \(p+q-k\le q\), hence \(p\le k\). Both are impossible.

If \(q<k+1<p\), levels \(k\) and \(k+1\) both lie in this range, so the gap is zero. At half filling \(2(k+1)=p+q\), and \(p\ge q+2\) gives \(q<k+1<p\).

## Three outer sites around a substituted centre

Take \(p=3\), \(q=1\), \(B=(1,1,1)^T\) and \(D=(2)\). The normalised orbitals \((1,-1,0,0)/\sqrt2\) and \((1,1,-2,0)/\sqrt6\) have eigenvalue zero. The other two eigenvalues solve \(\lambda^2-2\lambda-3=0\), so the levels are \(3,0,0,-1\). Four electrons fill two orbitals, and the gap is \(\varepsilon_1-\varepsilon_2=0\). The substitution destroys the \(\pm\sqrt3\) pairing found at \(D=0\) but leaves the zeros.

## The Lean file

```lean
import Mathlib

open Matrix Module

namespace HueckelZeroFrontierGap

noncomputable section

variable {m n : Type*}

/-- The Hückel matrix with hoppings `B` between majority sites `m` and minority sites `n`, a block
`D` of site energies and hoppings on the minority sites, and a zero block on the majority sites. -/
def hueckel (B : Matrix m n ℝ) (D : Matrix n n ℝ) : Matrix (m ⊕ n) (m ⊕ n) ℝ :=
  fromBlocks 0 B Bᵀ D

/-- The Hückel matrix is Hermitian when the minority block is symmetric. -/
theorem hueckel_isHermitian (B : Matrix m n ℝ) {D : Matrix n n ℝ} (hD : D.IsSymm) :
    (hueckel B D).IsHermitian := by
  unfold Matrix.IsHermitian
  rw [conjTranspose_eq_transpose_of_trivial, hueckel, fromBlocks_transpose, hD.eq,
    transpose_zero, transpose_transpose]

/-- The gap between the last filled and the first empty orbital when the `k + 1` orbitals of largest
eigenvalue are filled, in units of the absolute value of the resonance integral, which is negative.
-/
def frontierGap {ι : Type*} [Fintype ι] [DecidableEq ι] {A : Matrix ι ι ℝ}
    (hA : A.IsHermitian) (k : ℕ) (hk : k + 1 < Fintype.card ι) : ℝ :=
  hA.eigenvalues₀ ⟨k, by omega⟩ - hA.eigenvalues₀ ⟨k + 1, hk⟩

variable [Fintype m] [Fintype n]

/-- An orbital `u` on the majority sites alone is nonbonding exactly when its amplitudes weighted by
the hoppings sum to zero at every minority site, whatever the minority block `D`. -/
theorem majority_orbital_iff (B : Matrix m n ℝ) (D : Matrix n n ℝ) (u : m → ℝ) :
    hueckel B D *ᵥ Sum.elim u 0 = 0 ↔ Bᵀ *ᵥ u = 0 := by
  have h : hueckel B D *ᵥ Sum.elim u 0 = Sum.elim (0 : m → ℝ) (Bᵀ *ᵥ u) := by
    rw [hueckel, fromBlocks_mulVec, Sum.elim_comp_inl, Sum.elim_comp_inr,
      zero_mulVec, mulVec_zero, mulVec_zero, add_zero, add_zero]
  rw [h]
  constructor
  · intro h0
    funext j
    exact congrFun h0 (Sum.inr j)
  · intro h0
    rw [h0]
    funext i
    cases i <;> rfl

/-- The number of independent nonbonding orbitals is at least the number of majority sites
minus the number of minority sites, for all hoppings `B` and every minority block `D`. -/
theorem nonbonding_lower_bound (B : Matrix m n ℝ) (D : Matrix n n ℝ) :
    Fintype.card m ≤
      Fintype.card n + finrank ℝ (LinearMap.ker (hueckel B D).mulVecLin) := by
  -- majority orbitals killed by `Bᵀ` embed in the kernel
  let f : LinearMap.ker Bᵀ.mulVecLin →ₗ[ℝ] LinearMap.ker (hueckel B D).mulVecLin :=
    { toFun := fun u => ⟨Sum.elim u.1 0, (majority_orbital_iff B D u.1).2 u.2⟩
      map_add' := fun u w => by
        apply Subtype.ext
        funext i
        cases i <;> simp
      map_smul' := fun a u => by
        apply Subtype.ext
        funext i
        cases i <;> simp }
  have hf : Function.Injective f := fun u w h => by
    apply Subtype.ext
    funext i
    exact congrFun (congrArg Subtype.val h) (Sum.inl i)
  have h1 := LinearMap.finrank_le_finrank_of_injective hf
  have h2 := LinearMap.finrank_range_add_finrank_ker Bᵀ.mulVecLin
  have h3 := Submodule.finrank_le (LinearMap.range Bᵀ.mulVecLin)
  rw [finrank_fintype_fun_eq_card] at h2 h3
  omega


/-- The energy form vanishes on every orbital that has no amplitude on the minority sites. -/
theorem majority_energy_zero (B : Matrix m n ℝ) (D : Matrix n n ℝ) (x : m ⊕ n → ℝ)
    (hx : ∀ j, x (Sum.inr j) = 0) : x ⬝ᵥ (hueckel B D *ᵥ x) = 0 := by
  have h : x ∘ Sum.inr = 0 := funext hx
  rw [hueckel, fromBlocks_mulVec, h]
  simp [dotProduct, Fintype.sum_sum_type, hx]

variable [DecidableEq m] [DecidableEq n]

/-- For a Hermitian Hückel matrix, a set of members of the orthonormal eigenbasis whose eigenvalues
are all nonzero and of one common sign, that of `σ`, has at most as many members as there are
minority sites. -/
theorem one_sign_count {B : Matrix m n ℝ} {D : Matrix n n ℝ}
    (hH : (hueckel B D).IsHermitian) (σ : ℝ) (s : Finset (m ⊕ n))
    (hs : ∀ i ∈ s, 0 < σ * hH.eigenvalues i) : s.card ≤ Fintype.card n := by
  let v : m ⊕ n → (m ⊕ n → ℝ) := fun i => (hH.eigenvectorBasis i).ofLp
  have hv : ∀ i, hueckel B D *ᵥ v i = hH.eigenvalues i • v i :=
    fun i => hH.mulVec_eigenvectorBasis i
  have ho : ∀ i j, v i ⬝ᵥ v j = if i = j then 1 else 0 := by
    intro i j
    refine Eq.trans ?_ (orthonormal_iff_ite.mp hH.eigenvectorBasis.orthonormal i j)
    simp only [dotProduct, PiLp.inner_apply]
    exact Finset.sum_congr rfl fun k _ => by simp [v, mul_comm]
  -- minority amplitudes of a combination of the chosen orbitals
  let L : (s → ℝ) →ₗ[ℝ] (n → ℝ) :=
    (LinearMap.funLeft ℝ ℝ Sum.inr).comp (Fintype.linearCombination ℝ (fun i : s => v i))
  have hL : Function.Injective L := by
    refine (injective_iff_map_eq_zero L).2 fun c hc => ?_
    have hz := majority_energy_zero B D (∑ i : s, c i • v i) (fun j => congrFun hc j)
    have hHx : hueckel B D *ᵥ (∑ i : s, c i • v i) =
        ∑ i : s, (c i * hH.eigenvalues i) • v i := by
      rw [← mulVecLin_apply, map_sum]
      exact Finset.sum_congr rfl fun i _ => by
        rw [map_smul, mulVecLin_apply, hv, smul_smul]
    have hc' : ∀ i : s, (∑ j : s, c j • v j) ⬝ᵥ v i = c i := by
      intro i
      simp [sum_dotProduct, smul_dotProduct, ho]
    rw [hHx, dotProduct_sum] at hz
    simp only [dotProduct_smul, hc', smul_eq_mul] at hz
    -- a vanishing sum of nonnegative terms
    have hsum : ∑ i : s, σ * hH.eigenvalues i * c i ^ 2 = 0 := by
      rw [← mul_zero σ, ← hz, Finset.mul_sum]
      exact Finset.sum_congr rfl fun i _ => by ring
    have hall := (Finset.sum_eq_zero_iff_of_nonneg
      (fun (i : s) _ => mul_nonneg (hs i i.2).le (sq_nonneg (c i)))).1 hsum
    funext i
    have hi := (mul_eq_zero.1 (hall i (Finset.mem_univ i))).resolve_left (hs i i.2).ne'
    exact pow_eq_zero_iff two_ne_zero |>.1 hi
  have h := LinearMap.finrank_le_finrank_of_injective hL
  rwa [finrank_fintype_fun_eq_card, finrank_fintype_fun_eq_card, Fintype.card_coe] at h

/-- For a Hermitian Hückel matrix with `p` majority and `q` minority sites, and levels numbered from
zero in decreasing order, every level `k` with `q ≤ k < p` is exactly zero. -/
theorem level_eq_zero {B : Matrix m n ℝ} {D : Matrix n n ℝ}
    (hH : (hueckel B D).IsHermitian) (k : Fin (Fintype.card (m ⊕ n)))
    (h1 : Fintype.card n ≤ k) (h2 : k < Fintype.card m) : hH.eigenvalues₀ k = 0 := by
  let e : Fin (Fintype.card (m ⊕ n)) ≃ m ⊕ n := Fintype.equivOfCardEq (Fintype.card_fin _)
  have he : ∀ i, hH.eigenvalues (e i) = hH.eigenvalues₀ i := fun i => by
    simp [Matrix.IsHermitian.eigenvalues, e]
  rcases lt_trichotomy (hH.eigenvalues₀ k) 0 with h | h | h
  · -- all levels from `k` on would be negative
    have hc := one_sign_count hH (-1) ((Finset.Ici k).map e.toEmbedding) (by
      intro i hi
      obtain ⟨j, hj, rfl⟩ := Finset.mem_map.1 hi
      have := hH.eigenvalues₀_antitone (Finset.mem_Ici.1 hj)
      rw [Equiv.coe_toEmbedding, he]
      linarith)
    rw [Finset.card_map, Fin.card_Ici] at hc
    have hcard : Fintype.card (m ⊕ n) = Fintype.card m + Fintype.card n := Fintype.card_sum
    omega
  · exact h
  · -- all levels up to `k` would be positive
    have hc := one_sign_count hH 1 ((Finset.Iic k).map e.toEmbedding) (by
      intro i hi
      obtain ⟨j, hj, rfl⟩ := Finset.mem_map.1 hi
      have := hH.eigenvalues₀_antitone (Finset.mem_Iic.1 hj)
      rw [Equiv.coe_toEmbedding, he]
      linarith)
    rw [Finset.card_map, Fin.card_Iic] at hc
    omega

/-- For symmetric `D`, the frontier gap is zero whenever the number `k + 1` of filled orbitals
lies strictly between the numbers of minority and majority sites. -/
theorem frontierGap_eq_zero (B : Matrix m n ℝ) {D : Matrix n n ℝ} (hD : D.IsSymm) (k : ℕ)
    (h1 : Fintype.card n < k + 1) (h2 : k + 1 < Fintype.card m) :
    frontierGap (hueckel_isHermitian B hD) k (by rw [Fintype.card_sum]; omega) = 0 := by
  unfold frontierGap
  rw [level_eq_zero _ _ (Nat.le_of_lt_succ h1) (Nat.lt_of_succ_lt h2),
    level_eq_zero _ _ h1.le h2, sub_zero]

/-- With one electron per site, `k + 1` doubly filled orbitals and at least two more majority
than minority sites, the frontier gap is zero for all hoppings `B` and all symmetric `D`. -/
theorem frontierGap_half_filling (B : Matrix m n ℝ) {D : Matrix n n ℝ} (hD : D.IsSymm) (k : ℕ)
    (hN : 2 * (k + 1) = Fintype.card m + Fintype.card n)
    (hpq : Fintype.card n + 2 ≤ Fintype.card m) :
    frontierGap (hueckel_isHermitian B hD) k (by rw [Fintype.card_sum]; omega) = 0 :=
  frontierGap_eq_zero B hD k (by omega) (by omega)

end

end HueckelZeroFrontierGap
```

```lean
#print axioms HueckelZeroFrontierGap.nonbonding_lower_bound
#print axioms HueckelZeroFrontierGap.level_eq_zero
#print axioms HueckelZeroFrontierGap.frontierGap_half_filling
```

```
'HueckelZeroFrontierGap.nonbonding_lower_bound' depends on axioms: [propext, Classical.choice, Quot.sound]
'HueckelZeroFrontierGap.level_eq_zero' depends on axioms: [propext, Classical.choice, Quot.sound]
'HueckelZeroFrontierGap.frontierGap_half_filling' depends on axioms: [propext, Classical.choice, Quot.sound]
```

## From the lemmas to the gap

`majority_orbital_iff` is the block multiplication above. In `nonbonding_lower_bound`, `f` is the embedding of kernels, `h2` is rank–nullity and `h3` bounds the rank by \(q\).

`majority_energy_zero` supplies \(x^THx=0\) to `one_sign_count`. There `ho` is orthonormality, `hc'` extracts a coefficient, and `hsum` is the vanishing sum of nonnegative terms.

`level_eq_zero` splits on the sign of the level. `Finset.Ici k` collects the levels from `k` on, `Finset.Iic k` those up to `k`, and `eigenvalues₀_antitone` passes the sign along. The two gap theorems follow by arithmetic on indices, with `hueckel_isHermitian` providing the Hermitian hypothesis.

## Injective maps as dimension bounds

Both counts rest on `LinearMap.finrank_le_finrank_of_injective`: an injective linear map into a finite-dimensional space bounds the dimension of its source by that of its target. It is applied first to `f`, then to `L`, which sends coefficients in `s → ℝ` to minority amplitudes in `n → ℝ`. These spaces have dimensions `s.card` and `Fintype.card n`, so the bound on orbitals follows without intersecting subspaces.
